# For an axial triplet with isotropic g, χ⊥ − χ∥ has the sign of D

Let a spin-1 system have the axial zero-field Hamiltonian D S_z², and put y = D/kT with T > 0. In units of (gμ_B)²/kT, its zero-field susceptibilities parallel and perpendicular to the axis are, for y ≠ 0,

a(y) = 2e^(−y) / (1 + 2e^(−y))

c(y) = 2(1 − e^(−y)) / (y(1 + 2e^(−y))).

The difference c(y) − a(y) is positive for D > 0 and negative for D < 0, and both functions tend to 2/3 as y → 0. For an isolated axial triplet with isotropic g whose three levels are in thermal equilibrium, the sign of χ⊥ − χ∥ for the low-field spin contribution, with any temperature-independent diamagnetic or orbital anisotropy of the molecule subtracted, therefore gives the sign of D, which can be compared with the sign from an electronic-structure calculation.

```lean
import Mathlib

open Matrix Filter Topology

namespace TripletSusceptibility

noncomputable section
```

## Spin matrices and levels

The basis states have magnetic quantum numbers 1, 0, −1, and the matrices number them 0, 1, 2. In the sums below, m and n are these matrix indices. The transverse spin matrices share the prefactor

h = √2/2 = 1/√2.

```lean
/-- The number `1/√2` that appears in the transverse spin-1 matrices. -/
def h : ℂ := ((Real.sqrt 2 / 2 : ℝ) : ℂ)
```

The operator S_x connects neighbouring states with real amplitude h:

(S_x)₀₁ = (S_x)₁₀ = (S_x)₁₂ = (S_x)₂₁ = h.

```lean
/-- The spin-1 matrix `S_x` in the basis `m = 1, 0, -1`. -/
def Sx : Matrix (Fin 3) (Fin 3) ℂ := h • !![0, 1, 0; 1, 0, 1; 0, 1, 0]
```

The operator S_y has entries of the same size, with imaginary phases:

(S_y)₀₁ = (S_y)₁₂ = −ih, (S_y)₁₀ = (S_y)₂₁ = ih.

```lean
/-- The spin-1 matrix `S_y` in the basis `m = 1, 0, -1`. -/
def Sy : Matrix (Fin 3) (Fin 3) ℂ :=
  h • !![0, -Complex.I, 0; Complex.I, 0, -Complex.I; 0, Complex.I, 0]
```

The component along the symmetry axis is diagonal:

S_z = diag(1, 0, −1).

```lean
/-- The spin-1 matrix `S_z` in the basis `m = 1, 0, -1`. -/
def Sz : Matrix (Fin 3) (Fin 3) ℂ := !![1, 0, 0; 0, 0, 0; 0, 0, -1]
```

Since S_z² = diag(1, 0, 1), the energies in units of kT are

E₀ = y, E₁ = 0, E₂ = y.

The common form D(S_z² − 2/3) differs from this one by a constant energy, which has no effect on the susceptibility. There is no rhombic term, and the static field enters only through the linear response.

```lean
/-- The triplet energies in units of `kT`, with `y = D/kT`. -/
def levels (y : ℝ) : Fin 3 → ℝ := ![y, 0, y]
```

## Curie and Van Vleck terms in one response

Add a small field term −bS to H/kT, where b = gμ_B B/kT is the field strength B in reduced units, up to a sign that does not affect the result, and S is the spin component along the field. The reduced susceptibility is the second derivative of ln Z with respect to b at b = 0. Second-order perturbation theory for Z gives each pair of levels the weight

w(E, F) = ∫₀¹ e^(−(1−s)E − sF) ds.

For E = F the integrand is constant and w = e^(−E), the Curie term. For E ≠ F the integral is

w(E, F) = (e^(−E) − e^(−F)) / (F − E),

the Van Vleck term, which describes the mixing of two levels by the field.

```lean
/-- The thermal weight of a pair of levels in the static response: a Curie term for equal
energies, a Van Vleck term for different ones. -/
def pairWeight (E F : ℝ) : ℝ :=
  if E = F then Real.exp (-E) else (Real.exp (-E) - Real.exp (-F)) / (F - E)
```

With Z = Σₘ e^(−Eₘ), the response is

χ = (1/Z) Σₘₙ |Sₘₙ|² w(Eₘ, Eₙ) − ((1/Z) Σₘ e^(−Eₘ) Sₘₘ)².

The last term is the squared mean moment, which comes from differentiating ln Z instead of Z. The Lean code takes this formula as the definition of `chi`; the perturbation argument above is its physical justification. The arguments of `chi` are a list of energies and a matrix, and the expression has its physical meaning when the matrix is Hermitian and written in the eigenbasis belonging to those energies. `Complex.normSq` is the squared modulus.

```lean
/-- The reduced isothermal susceptibility of the moment `S`, written in the energy eigenbasis
with energies `E` in units of `kT`. -/
def chi (E : Fin 3 → ℝ) (S : Matrix (Fin 3) (Fin 3) ℂ) : ℝ :=
  (∑ m, ∑ n, Complex.normSq (S m n) * pairWeight (E m) (E n)) / (∑ m, Real.exp (-E m))
    - ((∑ m, Real.exp (-E m) * (S m m).re) / (∑ m, Real.exp (-E m))) ^ 2
```

The two closed formulas are defined separately from the response, so that their agreement with it is a theorem. The parallel one is

a(y) = 2e^(−y) / (1 + 2e^(−y)).

```lean
/-- The closed formula `a(y)` for the parallel susceptibility. -/
def chiPar (y : ℝ) : ℝ := 2 * Real.exp (-y) / (1 + 2 * Real.exp (-y))
```

The perpendicular one is

c(y) = 2(1 − e^(−y)) / (y(1 + 2e^(−y))).

Lean's division returns 0 for `chiPerp 0`, which is not the physical value, so statements about c either assume y ≠ 0 or approach zero through nonzero values.

```lean
/-- The closed formula `c(y)` for the perpendicular susceptibility. -/
def chiPerp (y : ℝ) : ℝ := 2 * (1 - Real.exp (-y)) / (y * (1 + 2 * Real.exp (-y)))
```

The chosen energies do belong to the Hamiltonian, and the basis is its eigenbasis:

y S_z² = diag(y, 0, y).

The proof compares the nine matrix entries one by one.

```lean
/-- The axial zero-field Hamiltonian `y S_z²` is diagonal, with the triplet energies as
its entries. -/
theorem zeroField_hamiltonian (y : ℝ) :
    (y : ℂ) • (Sz * Sz) = Matrix.diagonal (fun m => (levels y m : ℂ)) := by
  ext i j
  fin_cases i <;> fin_cases j <;>
    simp [Sz, levels]
```

The matrices also satisfy an angular momentum relation. The prefactors multiply to h² = 1/2, and the remaining integer and imaginary entries give

S_x S_y − S_y S_x = (1/2) diag(2i, 0, −2i) = i S_z.

In Lean, `h2` supplies the value of h², the two scalar prefactors are pulled out of the products, and the entries are then compared.

```lean
/-- The spin matrices obey the angular momentum relation `[S_x, S_y] = i S_z`. -/
theorem spin_commutator : Sx * Sy - Sy * Sx = Complex.I • Sz := by
  have h2 : h * h = 1 / 2 := by
    have hr : Real.sqrt 2 / 2 * (Real.sqrt 2 / 2) = 1 / 2 := by
      nlinarith [Real.mul_self_sqrt (show (0 : ℝ) ≤ 2 by norm_num)]
    unfold h
    rw [← Complex.ofReal_mul, hr]
    norm_num
  unfold Sx Sy
  rw [smul_mul_smul_comm, smul_mul_smul_comm, h2, ← smul_sub]
  ext i j
  fin_cases i <;> fin_cases j <;>
    simp [Sz] <;> ring
```

## Evaluating the response along each axis

Every nonzero entry of S_x and S_y has squared modulus

|h|² = (√2/2)² = 1/2.

```lean
lemma normSq_h : Complex.normSq h = 1 / 2 := by
  unfold h
  rw [Complex.normSq_ofReal]
  nlinarith [Real.mul_self_sqrt (show (0 : ℝ) ≤ 2 by norm_num)]
```

The partition function of the three levels is

Z = e^(−y) + 1 + e^(−y) = 1 + 2e^(−y).

```lean
lemma partition_sum (y : ℝ) :
    ∑ m, Real.exp (-levels y m) = 1 + 2 * Real.exp (-y) := by
  simp [levels, Fin.sum_univ_three]
  ring
```

Along z only the diagonal entries 1 and −1 contribute, each with the Curie weight e^(−y). The mean moment vanishes because the two states are equally populated:

Σₘₙ |(S_z)ₘₙ|² w(Eₘ, Eₙ) = 2e^(−y)

Σₘ e^(−Eₘ) (S_z)ₘₘ = e^(−y) − e^(−y) = 0.

Division by Z gives a(y), for every real y. In the proof, `hN` and `hM` are these two sums.

```lean
/-- The susceptibility of the triplet along the symmetry axis is `a(y)`. -/
theorem chi_z (y : ℝ) : chi (levels y) Sz = chiPar y := by
  have hN : ∑ m, ∑ n, Complex.normSq (Sz m n) * pairWeight (levels y m) (levels y n)
      = 2 * Real.exp (-y) := by
    simp [levels, Sz, pairWeight, Fin.sum_univ_three]
    ring
  have hM : ∑ m, Real.exp (-levels y m) * (Sz m m).re = 0 := by
    simp [levels, Sz, Fin.sum_univ_three]
  unfold chi chiPar
  rw [hN, hM, partition_sum, zero_div]
  ring
```

Along x the diagonal entries are zero, so the mean moment vanishes again. The four nonzero entries all connect the level at 0 with a level at y. The weight is the same in both orders:

w(y, 0) = w(0, y) = (1 − e^(−y)) / y.

Four entries of squared modulus 1/2 therefore give

Σₘₙ |(S_x)ₘₙ|² w(Eₘ, Eₙ) = 4 · (1/2) · (1 − e^(−y))/y = 2(1 − e^(−y))/y,

and division by Z gives c(y). The same count holds for S_y, whose entries differ only in phase. The hypothesis y ≠ 0 means that there is a zero-field splitting, so that these pairs carry Van Vleck weights. The proof records the two weights as `k1` and `k2`. Its auxiliary statement `key` says that any matrix with this pair sum and zero mean moment has response c(y), and it is applied once to S_x and once to S_y.

```lean
/-- For nonzero splitting the susceptibility along either transverse axis is `c(y)`. -/
theorem chi_transverse {y : ℝ} (hy : y ≠ 0) :
    chi (levels y) Sx = chiPerp y ∧ chi (levels y) Sy = chiPerp y := by
  -- only pairs of levels separated by the splitting contribute
  have k1 : pairWeight y 0 = (1 - Real.exp (-y)) / y := by
    unfold pairWeight
    rw [if_neg hy, neg_zero, Real.exp_zero, zero_sub, div_neg, ← neg_div, neg_sub]
  have k2 : pairWeight 0 y = (1 - Real.exp (-y)) / y := by
    unfold pairWeight
    rw [if_neg (Ne.symm hy), neg_zero, Real.exp_zero, sub_zero]
  have key : ∀ S : Matrix (Fin 3) (Fin 3) ℂ,
      ∑ m, ∑ n, Complex.normSq (S m n) * pairWeight (levels y m) (levels y n)
        = 2 * ((1 - Real.exp (-y)) / y) →
      ∑ m, Real.exp (-levels y m) * (S m m).re = 0 → chi (levels y) S = chiPerp y := by
    intro S hN hM
    unfold chi chiPerp
    rw [hN, hM, partition_sum, zero_div, zero_pow two_ne_zero, sub_zero,
      ← mul_div_assoc, div_div]
  constructor
  · apply key
    · simp [levels, Sx, Fin.sum_univ_three, k1, k2, normSq_h]
      ring
    · simp [levels, Sx, Fin.sum_univ_three]
  · apply key
    · simp [levels, Sy, Fin.sum_univ_three, k1, k2, normSq_h]
      ring
    · simp [levels, Sy, Fin.sum_univ_three]
```

## The sign of the anisotropy

Over the common denominator y(1 + 2e^(−y)), the difference has the numerator

2(1 − e^(−y)) − 2y e^(−y) = 2e^(−y)(e^y − 1 − y),

where e^(−y) e^y = 1 has been used. Hence, for y ≠ 0,

c(y) − a(y) = 2e^(−y)(e^y − 1 − y) / (y(1 + 2e^(−y))).

The Lean proof extends the fraction for a by y and compares numerators. The final `linear_combination` uses the product of exponentials, named `he`, in the same way as the calculation above.

```lean
/-- For nonzero `y` the difference `c(y) - a(y)` of the perpendicular and parallel closed formulas,
in factored form. -/
theorem anisotropy_formula {y : ℝ} (hy : y ≠ 0) :
    chiPerp y - chiPar y =
      2 * Real.exp (-y) * (Real.exp y - 1 - y) / (y * (1 + 2 * Real.exp (-y))) := by
  have he : Real.exp (-y) * Real.exp y = 1 := by
    rw [← Real.exp_add, neg_add_cancel, Real.exp_zero]
  have h2 : 2 * Real.exp (-y) / (1 + 2 * Real.exp (-y)) =
      y * (2 * Real.exp (-y)) / (y * (1 + 2 * Real.exp (-y))) :=
    (mul_div_mul_left _ _ hy).symm
  unfold chiPerp chiPar
  rw [h2, ← sub_div]
  congr 1
  linear_combination (-2) * he
```

The function e^y − 1 − y has derivative e^y − 1, which is negative for y < 0 and positive for y > 0. Its only minimum is the value 0 at y = 0, so

e^y − 1 − y > 0 for y ≠ 0.

The numerator of the difference is then positive, as is 1 + 2e^(−y). The only factor that can change sign is the y in the denominator:

sign(c(y) − a(y)) = sign(y).

`SignType.sign` takes the values −1, 0 and 1, so one equation covers both signs of D. The proof splits into y < 0 and y > 0 and applies the sign rule for quotients in each case.

```lean
/-- For nonzero `y = D/kT` the difference `c(y) - a(y)` has the sign of `y`. -/
theorem sign_anisotropy {y : ℝ} (hy : y ≠ 0) :
    SignType.sign (chiPerp y - chiPar y) = SignType.sign y := by
  -- the exponential lies strictly above its tangent at zero
  have hE : 0 < Real.exp y - 1 - y := by linarith [Real.add_one_lt_exp hy]
  have hZ : 0 < 1 + 2 * Real.exp (-y) := by positivity
  have hN : 0 < 2 * Real.exp (-y) * (Real.exp y - 1 - y) := mul_pos (by positivity) hE
  rw [anisotropy_formula hy]
  rcases lt_or_gt_of_ne hy with hneg | hpos
  · rw [sign_neg hneg]
    exact sign_neg (div_neg_of_pos_of_neg hN (mul_neg_of_neg_of_pos hneg hZ))
  · rw [sign_pos hpos]
    exact sign_pos (div_pos hN (mul_pos hpos hZ))
```

The proof turns on the Mathlib lemma `Real.add_one_lt_exp`, which says that y + 1 < e^y whenever y ≠ 0. The exponential lies strictly above its tangent at zero, on both sides. The non-strict inequality y + 1 ≤ e^y, which holds for all real y, would show only that the anisotropy never has the wrong sign; it would leave open that the anisotropy vanishes at some nonzero splitting. The strict form takes the hypothesis `hy` as its argument, and the same hypothesis makes the division by y legitimate.

In physical terms, D > 0 puts the state with magnetic quantum number 0 lowest. It has no moment along z but can be polarised transversely. For D < 0 the lowest pair carries moments along z, and the parallel response is larger.

## The limit of vanishing splitting

The denominator of a never vanishes, so a is continuous and

a(y) → a(0) = 2/3 as y → 0.

For c, separate the factor that becomes 0/0:

c(y) = ((1 − e^(−y))/y) · (2/(1 + 2e^(−y))).

The first factor is the difference quotient at zero of 1 − e^(−y), whose derivative there is 1. The second factor is continuous and tends to 2/3. Hence

c(y) → 1 · (2/3) = 2/3 as y → 0.

The filter `𝓝[≠] 0` expresses the approach to zero through nonzero values. In the proof, `hd` is the derivative, `hs` turns it into the limit of the difference quotient, and `hg` is the limit of the second factor.

```lean
/-- Both susceptibilities tend to `2/3` as `y = D/kT` tends to zero through nonzero values. -/
theorem tendsto_two_thirds :
    Tendsto chiPar (𝓝[≠] 0) (𝓝 (2 / 3)) ∧ Tendsto chiPerp (𝓝[≠] 0) (𝓝 (2 / 3)) := by
  have lim : ∀ f : ℝ → ℝ, Continuous f → f 0 = 2 / 3 →
      Tendsto f (𝓝[≠] 0) (𝓝 (2 / 3)) := by
    intro f hf h0
    rw [← h0]
    exact (hf.tendsto 0).mono_left nhdsWithin_le_nhds
  constructor
  · apply lim
    · unfold chiPar
      exact Continuous.div (by fun_prop) (by fun_prop) (fun y => by positivity)
    · norm_num [chiPar]
  · -- the factor (1 - exp (-y)) / y is a difference quotient at zero
    have hd : HasDerivAt (fun y : ℝ => 1 - Real.exp (-y)) 1 0 :=
      ((hasDerivAt_neg' (0 : ℝ)).exp.const_sub 1).congr_deriv (by simp)
    have hs := hasDerivAt_iff_tendsto_slope_zero.mp hd
    have hg : Tendsto (fun y : ℝ => 2 / (1 + 2 * Real.exp (-y))) (𝓝[≠] 0) (𝓝 (2 / 3)) := by
      apply lim
      · exact Continuous.div (by fun_prop) (by fun_prop) (fun y => by positivity)
      · norm_num
    have hp := hs.mul hg
    rw [one_mul] at hp
    refine hp.congr (fun y => ?_)
    simp only [chiPerp, zero_add, neg_zero, Real.exp_zero, sub_self, sub_zero, smul_eq_mul,
      div_eq_mul_inv, mul_inv]
    ring
```

At y = 0 the response can also be evaluated directly. All three levels coincide, every pair has the Curie weight 1, and Z = 3. The sum contains four entries of squared modulus 1/2:

χ_x = (4 · 1/2)/3 = 2/3.

This is the Curie value S(S+1)/3 for S = 1. It equals the limit of c, so the response along x has no jump where the Van Vleck terms turn into Curie terms.

```lean
/-- Without zero-field splitting the susceptibility along `x` equals `2/3`. -/
theorem chi_x_zero : chi (levels 0) Sx = 2 / 3 := by
  have hl : levels 0 = fun _ => 0 := by
    funext m
    fin_cases m <;> simp [levels]
  have hw : pairWeight 0 0 = 1 := by simp [pairWeight]
  have hN : ∑ m, ∑ n, Complex.normSq (Sx m n) * pairWeight (levels 0 m) (levels 0 n)
      = 2 := by
    simp [hl, hw, Sx, Fin.sum_univ_three, normSq_h]
    norm_num
  have hM : ∑ m, Real.exp (-levels 0 m) * (Sx m m).re = 0 := by
    simp [hl, Sx, Fin.sum_univ_three]
  unfold chi
  rw [hN, hM, partition_sum]
  norm_num
```

Along z the value at y = 0 is a(0) = 2/3 as well, so the anisotropy vanishes there, in agreement with sign(0) = 0. For y ≠ 0 the responses are c(y) and a(y), and the earlier sign result applies. Together the two cases give, for every real y,

sign(χ_x − χ_z) = sign(y).

Close to the isotropic point, a series expansion by hand, which is not proved in Lean here, gives χ_x − χ_z ≈ y/3. The theorem itself compares the x and z directions and needs no restriction on y; its proof separates y = 0 from the rest.

```lean
/-- For every real `y = D/kT` the response along `x` minus the response along `z` has the
sign of `y`. -/
theorem sign_response_anisotropy (y : ℝ) :
    SignType.sign (chi (levels y) Sx - chi (levels y) Sz) = SignType.sign y := by
  by_cases hy : y = 0
  · subst hy
    have h0 : chiPar 0 = 2 / 3 := by norm_num [chiPar]
    rw [chi_x_zero, chi_z, h0, sub_self]
  · rw [(chi_transverse hy).1, chi_z]
    exact sign_anisotropy hy

end

end TripletSusceptibility
```

```lean
#print axioms TripletSusceptibility.zeroField_hamiltonian
#print axioms TripletSusceptibility.spin_commutator
#print axioms TripletSusceptibility.tendsto_two_thirds
#print axioms TripletSusceptibility.sign_response_anisotropy
```

```
'TripletSusceptibility.zeroField_hamiltonian' depends on axioms: [propext, Classical.choice, Quot.sound]
'TripletSusceptibility.spin_commutator' depends on axioms: [propext, Classical.choice, Quot.sound]
'TripletSusceptibility.tendsto_two_thirds' depends on axioms: [propext, Classical.choice, Quot.sound]
'TripletSusceptibility.sign_response_anisotropy' depends on axioms: [propext, Classical.choice, Quot.sound]
```
